# Spin-Scaling Bounds for Power-Law Energy Densities with Exponent Above One

Consider a gas of fermions with $q\ge 1$ spin components. Component $i$ has density $n_i\ge 0$, and the total density is $N=\sum_i n_i>0$. (Many texts write $n$ for this total; here $N$ is a density, not a particle number.) Let $e(N)$ be the energy per volume of the unpolarised gas, in which every component has density $N/q$. How does the energy change when the same total density is distributed differently over the components?

If the components contribute independently, as they do to the kinetic energy of a non-interacting gas, component $i$ contributes a $q$-th of the energy of an unpolarised gas of density $q n_i$. This gives the spin-scaling relation
$$E(n)=\frac1q\sum_i e(q n_i).$$

For a power law $e(t)=t^p$ with real $p>1$, in units of a positive prefactor, the claim is
$$N^p\;\le\; q^{p-1}\sum_i n_i^p\;\le\; q^{p-1}N^p .$$
The left side is an equality exactly when all $n_i$ are equal, the right side exactly when a single component is occupied.

In the Thomas–Fermi model of non-interacting electrons in three dimensions, $q=2$ and $p=5/3$, so full polarisation raises the local kinetic energy density by the factor $2^{2/3}\approx1.59$, and no other spin distribution raises it as much. With a negative prefactor, as in local exchange with $p=4/3$, the inequalities reverse.

## Tangent below, chord above

**The middle expression.** Inserting the power law into the spin-scaling relation gives
$$\frac1q\sum_i (q n_i)^p=q^{p-1}\sum_i n_i^p .$$

**The lower bound.** Let $e$ be strictly convex on $[0,\infty)$. At $N>0$ it has a supporting line of some slope $m$:
$$e(t)\ge e(N)+m\,(t-N),\qquad t\ge0,$$
with equality only at $t=N$. Put $t=q n_i$ and average over $i$. The linear term vanishes, because $\frac1q\sum_i q n_i=N$, and what remains is $e(N)\le E(n)$. Equality requires $q n_i=N$ for every $i$, so all components are equal; conversely, equal components give $E(n)=e(N)$.

**The upper bound.** Let also $e(0)=0$. Since $0\le n_i\le N$, the point $q n_i$ lies between $0$ and $qN$:
$$q n_i=\Bigl(1-\frac{n_i}{N}\Bigr)\cdot 0+\frac{n_i}{N}\cdot qN .$$
Convexity then gives
$$e(q n_i)\le\frac{n_i}{N}\,e(qN),$$
strictly if $0<n_i<N$. Summing over $i$ and dividing by $q$ yields $E(n)\le e(qN)/q$. Equality of the sums forces equality in every term, so each $n_i$ is $0$ or $N$. As they add up to $N>0$, exactly one is nonzero. Conversely, a single occupied component has energy $e(qN)/q$.

For $p>1$ the function $t^p$ is strictly convex on $[0,\infty)$ and vanishes at zero, and $(qN)^p/q=q^{p-1}N^p$. This proves the claim.

**Restricted occupation.** Suppose all the density sits in a set $s$ of $k\ge1$ components. The lower bound for these components alone reads $N^p\le k^{p-1}\sum_{i\in s}n_i^p$. Multiplying by $(q/k)^{p-1}$ gives
$$\Bigl(\frac qk\Bigr)^{p-1}N^p\le q^{p-1}\sum_i n_i^p .$$

## Spin components as a finite type

The spin labels form a finite type `ι`, and $q$ is its number of elements, `Fintype.card ι`.

```lean
import Mathlib

open Finset

namespace MulticomponentSpinScaling

noncomputable section

variable {ι : Type*} [Fintype ι]
```

The densities are a function `n : ι → ℝ`, and $E(n)$ is `spinResolved e n`. The spin-scaling relation thus enters as a definition. Using it at each point of an inhomogeneous gas is a further step, the local density approximation, which no hypothesis below supplies.

```lean
/-- The spin-scaling relation: the energy density of a gas with spin densities `n i`, built from
the energy density `e` of the unpolarised gas as `(1/q) ∑ e (q n i)`, where `q ≥ 1` is the number
of spin components. -/
def spinResolved (e : ℝ → ℝ) (n : ι → ℝ) : ℝ :=
  (∑ i, e ((Fintype.card ι : ℝ) * n i)) / (Fintype.card ι : ℝ)
```

For the power law, the next theorem takes the factor $q^p$ out of the sum and divides by $q$. `Real.mul_rpow` splits the real power of a product and needs both factors nonnegative, which is where `hn` enters.

```lean
/-- For the power law `e t = t ^ p` and nonnegative spin densities, the spin-scaling relation
gives `q ^ (p - 1) ∑ n i ^ p`. -/
theorem spinResolved_rpow [Nonempty ι] (p : ℝ) {n : ι → ℝ} (hn : ∀ i, 0 ≤ n i) :
    spinResolved (fun t => t ^ p) n = (Fintype.card ι : ℝ) ^ (p - 1) * ∑ i, n i ^ p := by
  have hq : (0 : ℝ) < Fintype.card ι := by exact_mod_cast Fintype.card_pos
  have h : ∑ i, ((Fintype.card ι : ℝ) * n i) ^ p
      = (Fintype.card ι : ℝ) ^ p * ∑ i, n i ^ p := by
    rw [Finset.mul_sum]
    exact Finset.sum_congr rfl fun i _ => Real.mul_rpow hq.le (hn i)
  simp only [spinResolved]
  rw [h, Real.rpow_sub_one hq.ne']
  ring
```

## The unpolarised gas as the minimum

`ConvexOn ℝ (Set.Ici 0) e` says that $e$ is convex on $[0,\infty)$; its values at negative arguments play no role. In place of the supporting line, Lean uses Mathlib's Jensen inequality, `map_sum_le`, with weights $1/q$ at the points $q n_i$. The `simp only` line cancels $q^{-1}q$, so that the averaged point becomes the total density.

```lean
/-- If the energy density is convex on nonnegative densities, no distribution of a given total
density over the spin components, each with a nonnegative density, has a lower energy than the
unpolarised gas of the same total density. -/
theorem le_spinResolved [Nonempty ι] {e : ℝ → ℝ} (he : ConvexOn ℝ (Set.Ici 0) e)
    {n : ι → ℝ} (hn : ∀ i, 0 ≤ n i) : e (∑ i, n i) ≤ spinResolved e n := by
  have hq : (0 : ℝ) < Fintype.card ι := by exact_mod_cast Fintype.card_pos
  have hw : ∑ _i : ι, (Fintype.card ι : ℝ)⁻¹ = 1 := by
    rw [Finset.sum_const, Finset.card_univ, nsmul_eq_mul, mul_inv_cancel₀ hq.ne']
  -- Jensen's inequality with equal weights at the points `q n i`
  have h := he.map_sum_le (t := Finset.univ) (w := fun _ : ι => (Fintype.card ι : ℝ)⁻¹)
    (p := fun i => (Fintype.card ι : ℝ) * n i) (fun _ _ => (inv_pos.mpr hq).le) hw
    (fun i _ => Set.mem_Ici.mpr (mul_nonneg hq.le (hn i)))
  simp only [smul_eq_mul, inv_mul_cancel_left₀ hq.ne', ← Finset.mul_sum] at h
  rw [spinResolved, div_eq_inv_mul]
  exact h
```

With strict convexity the equality case follows. The condition `∀ i j, n i = n j` states that all components agree.

```lean
/-- For a strictly convex energy density and nonnegative spin densities, the energy equals that
of the unpolarised gas exactly when all spin densities are equal. -/
theorem eq_spinResolved_iff [Nonempty ι] {e : ℝ → ℝ} (he : StrictConvexOn ℝ (Set.Ici 0) e)
    {n : ι → ℝ} (hn : ∀ i, 0 ≤ n i) :
    e (∑ i, n i) = spinResolved e n ↔ ∀ i j, n i = n j := by
  have hq : (0 : ℝ) < Fintype.card ι := by exact_mod_cast Fintype.card_pos
  have hw : ∑ _i : ι, (Fintype.card ι : ℝ)⁻¹ = 1 := by
    rw [Finset.sum_const, Finset.card_univ, nsmul_eq_mul, mul_inv_cancel₀ hq.ne']
  -- the equality case of Jensen's inequality
  have h := he.map_sum_eq_iff (t := Finset.univ) (w := fun _ : ι => (Fintype.card ι : ℝ)⁻¹)
    (p := fun i => (Fintype.card ι : ℝ) * n i) (fun _ _ => inv_pos.mpr hq) hw
    (fun i _ => Set.mem_Ici.mpr (mul_nonneg hq.le (hn i)))
  simp only [smul_eq_mul, inv_mul_cancel_left₀ hq.ne', ← Finset.mul_sum] at h
  rw [spinResolved, div_eq_inv_mul, h]
  constructor
  · intro H i j
    exact mul_left_cancel₀ hq.ne' ((H i (mem_univ i)).trans (H j (mem_univ j)).symm)
  · intro H j _
    have hs : ∑ i, n i = ∑ _i : ι, n j := Finset.sum_congr rfl fun i _ => H i j
    rw [hs, Finset.sum_const, Finset.card_univ, nsmul_eq_mul]
```

The device that does the work here is `StrictConvexOn.map_sum_eq_iff`. For positive weights $w_i$ with sum 1 and points $x_i$ in the convex set, it states
$$e\Bigl(\sum_i w_i x_i\Bigr)=\sum_i w_i\,e(x_i)\iff x_j=\sum_i w_i x_i\ \text{ for all } j .$$
The right-hand side compares each point with the mean, not the points with each other. With $x_j=q n_j$ it becomes $q n_j=\sum_i n_i$, and the two branches after `constructor` translate between this and pairwise equality. Mathlib calls the points `p`, so `p := fun i => …` in the call has nothing to do with the exponent. The weights must be strictly positive, since a point of zero weight could move freely without affecting the equation.

## Full polarisation as the maximum

The condition `∃! i, n i ≠ 0` says that exactly one component is occupied. In the proof, `hlt` is the strict chord inequality for a partly occupied component, `hterm` adds the cases $n_i=0$ and $n_i=N$, and `hsum` evaluates the sum of the chord values. `Finset.sum_eq_sum_iff_of_le` then turns equality of the sums into equality of every term. Two occupied components would each carry density $N$, which `hpair` rules out.

```lean
/-- For a strictly convex energy density that vanishes at zero density, and nonnegative spin
densities with positive total `N`, the energy is at most `e (q N) / q`, with equality exactly when
one single component is occupied. -/
theorem spinResolved_le_and_eq_iff {e : ℝ → ℝ} (he : StrictConvexOn ℝ (Set.Ici 0) e)
    (h0 : e 0 = 0) {n : ι → ℝ} (hn : ∀ i, 0 ≤ n i) (hN : 0 < ∑ i, n i) :
    spinResolved e n ≤ e (Fintype.card ι * ∑ i, n i) / Fintype.card ι ∧
    (spinResolved e n = e (Fintype.card ι * ∑ i, n i) / Fintype.card ι ↔ ∃! i, n i ≠ 0) := by
  obtain ⟨i₀, _, hi₀⟩ := Finset.exists_ne_zero_of_sum_ne_zero hN.ne'
  have : Nonempty ι := ⟨i₀⟩
  have hq : (0 : ℝ) < Fintype.card ι := by exact_mod_cast Fintype.card_pos
  set q : ℝ := (Fintype.card ι : ℝ) with hqdef
  set N : ℝ := ∑ i, n i with hNdef
  have hle : ∀ i, n i ≤ N := fun i =>
    Finset.single_le_sum (fun j _ => hn j) (mem_univ i)
  have hpt : ∀ i, n i / N * (q * N) = q * n i := fun i => by
    field_simp
  -- a partly occupied component lies strictly below the chord from `0` to `q N`
  have hlt : ∀ i, n i ≠ 0 → n i ≠ N → e (q * n i) < n i / N * e (q * N) := by
    intro i h1 h2
    have ha : 0 < n i / N := div_pos (lt_of_le_of_ne (hn i) h1.symm) hN
    have hb : n i / N < 1 := (div_lt_one hN).mpr (lt_of_le_of_ne (hle i) h2)
    have hM : 0 < q * N := mul_pos hq hN
    have h := he.2 (Set.mem_Ici.mpr (le_refl (0 : ℝ))) (Set.mem_Ici.mpr hM.le) hM.ne
      (sub_pos.mpr hb) ha (by ring)
    simp only [smul_eq_mul, mul_zero, zero_add, h0] at h
    rwa [hpt i] at h
  have hterm : ∀ i ∈ Finset.univ, e (q * n i) ≤ n i / N * e (q * N) := by
    intro i _
    by_cases h1 : n i = 0
    · rw [h1, mul_zero, h0, zero_div, zero_mul]
    by_cases h2 : n i = N
    · rw [h2, div_self hN.ne', one_mul]
    exact (hlt i h1 h2).le
  have hsum : ∑ i, n i / N * e (q * N) = e (q * N) := by
    rw [← Finset.sum_mul, ← Finset.sum_div, ← hNdef, div_self hN.ne', one_mul]
  have hS : spinResolved e n = (∑ i, e (q * n i)) / q := rfl
  rw [hS]
  refine ⟨div_le_div_of_nonneg_right ((Finset.sum_le_sum hterm).trans_eq hsum) hq.le, ?_⟩
  rw [div_left_inj' hq.ne']
  constructor
  · intro h
    have heq := (Finset.sum_eq_sum_iff_of_le hterm).mp (h.trans hsum.symm)
    have hall : ∀ i, n i ≠ 0 → n i = N := fun i h1 => by
      by_contra h2
      exact (hlt i h1 h2).ne (heq i (mem_univ i))
    refine ⟨i₀, hi₀, fun j hj => ?_⟩
    by_contra hne
    -- two occupied components would each carry the whole density
    have hz : ∑ k, n k = n i₀ := by rw [← hNdef, hall i₀ hi₀]
    have hpair : n i₀ + n j ≤ ∑ k, n k := by
      classical
      rw [← Finset.add_sum_erase Finset.univ n (mem_univ i₀)]
      have := Finset.single_le_sum (s := Finset.univ.erase i₀) (f := n)
        (fun k _ => hn k) (Finset.mem_erase.mpr ⟨hne, mem_univ j⟩)
      linarith
    have hjpos : 0 < n j := lt_of_le_of_ne (hn j) (Ne.symm hj)
    linarith
  · rintro ⟨i, _, hu⟩
    have hz : ∀ j, j ≠ i → n j = 0 := fun j hj => by
      by_contra h
      exact hj (hu j h)
    have hNi : N = n i := Fintype.sum_eq_single i hz
    rw [hNi]
    exact Fintype.sum_eq_single i fun j hj => by rw [hz j hj, mul_zero, h0]
```

## The power law

The main theorem combines these results with `strictConvexOn_rpow`, the strict convexity of $t^p$ for $p>1$. Its conclusion lists the two inequalities, then the two equality conditions. For $q=1$ both inequalities are equalities, and both conditions hold.

```lean
/-- Spin-scaling bounds for a power law with `p > 1`: for nonnegative spin densities with positive
total `N`, `N ^ p ≤ q ^ (p - 1) ∑ n i ^ p ≤ q ^ (p - 1) N ^ p`. The left side is an equality
exactly for equal densities, the right side exactly for a single occupied component. -/
theorem power_law_spin_bounds {p : ℝ} (hp : 1 < p) {n : ι → ℝ} (hn : ∀ i, 0 ≤ n i)
    (hN : 0 < ∑ i, n i) :
    ((∑ i, n i) ^ p ≤ (Fintype.card ι : ℝ) ^ (p - 1) * ∑ i, n i ^ p ∧
      (Fintype.card ι : ℝ) ^ (p - 1) * ∑ i, n i ^ p
        ≤ (Fintype.card ι : ℝ) ^ (p - 1) * (∑ i, n i) ^ p) ∧
    ((∑ i, n i) ^ p = (Fintype.card ι : ℝ) ^ (p - 1) * ∑ i, n i ^ p ↔ ∀ i j, n i = n j) ∧
    ((Fintype.card ι : ℝ) ^ (p - 1) * ∑ i, n i ^ p
        = (Fintype.card ι : ℝ) ^ (p - 1) * (∑ i, n i) ^ p ↔ ∃! i, n i ≠ 0) := by
  obtain ⟨i₀, _, _⟩ := Finset.exists_ne_zero_of_sum_ne_zero hN.ne'
  have : Nonempty ι := ⟨i₀⟩
  have hq : (0 : ℝ) < Fintype.card ι := by exact_mod_cast Fintype.card_pos
  have hc := strictConvexOn_rpow hp
  have hup : ((Fintype.card ι : ℝ) * ∑ i, n i) ^ p / (Fintype.card ι : ℝ)
      = (Fintype.card ι : ℝ) ^ (p - 1) * (∑ i, n i) ^ p := by
    rw [Real.mul_rpow hq.le hN.le, Real.rpow_sub_one hq.ne']
    ring
  have h := spinResolved_le_and_eq_iff hc (Real.zero_rpow (by linarith)) hn hN
  simp only [hup] at h
  rw [← spinResolved_rpow p hn]
  exact ⟨⟨le_spinResolved hc.convexOn hn, h.1⟩, eq_spinResolved_iff hc hn, h.2⟩
```

In the last theorem, `s` contains the components that may be occupied and `hout` sets the others to zero. The proof applies `le_spinResolved` to `s` as a spin space of its own, with $k$ components. It then extends the sums to all of `ι`, where the added terms vanish, and rescales by the powers of $q$ and $k$. Here $p=1$ and zero total density are also allowed.

```lean
/-- If only the `k ≥ 1` components in `s` may be occupied, with nonnegative densities, then for
`p ≥ 1` the power-law energy is at least `(q / k) ^ (p - 1)` times its unpolarised value. -/
theorem restricted_occupation_bound {p : ℝ} (hp : 1 ≤ p) {n : ι → ℝ} (hn : ∀ i, 0 ≤ n i)
    {s : Finset ι} (hs : s.Nonempty) (hout : ∀ i, i ∉ s → n i = 0) :
    ((Fintype.card ι : ℝ) / (s.card : ℝ)) ^ (p - 1) * (∑ i, n i) ^ p
      ≤ (Fintype.card ι : ℝ) ^ (p - 1) * ∑ i, n i ^ p := by
  have : Nonempty s := hs.to_subtype
  have hk : (0 : ℝ) < s.card := by exact_mod_cast hs.card_pos
  -- the unpolarised bound for the gas made of the components in `s`
  have h : (∑ i : s, n i) ^ p ≤ spinResolved (fun t => t ^ p) (fun i : s => n i) :=
    le_spinResolved (convexOn_rpow hp) (fun i => hn i)
  rw [spinResolved_rpow p (fun i : s => hn i)] at h
  simp only [Fintype.card_coe] at h
  rw [Finset.sum_coe_sort s n, Finset.sum_coe_sort s (fun i => n i ^ p),
    Finset.sum_subset (Finset.subset_univ s) (fun i _ hi => hout i hi),
    Finset.sum_subset (Finset.subset_univ s)
      (fun i _ hi => by rw [hout i hi, Real.zero_rpow (by linarith)])] at h
  rw [Real.div_rpow (Nat.cast_nonneg _) hk.le, div_mul_eq_mul_div,
    div_le_iff₀ (Real.rpow_pos_of_pos hk _)]
  calc (Fintype.card ι : ℝ) ^ (p - 1) * (∑ i, n i) ^ p
      ≤ (Fintype.card ι : ℝ) ^ (p - 1) * ((s.card : ℝ) ^ (p - 1) * ∑ i, n i ^ p) :=
        mul_le_mul_of_nonneg_left h (Real.rpow_nonneg (Nat.cast_nonneg _) _)
    _ = (Fintype.card ι : ℝ) ^ (p - 1) * (∑ i, n i ^ p) * (s.card : ℝ) ^ (p - 1) := by ring

end

end MulticomponentSpinScaling
```

```lean
#print axioms MulticomponentSpinScaling.power_law_spin_bounds
-- 'MulticomponentSpinScaling.power_law_spin_bounds' depends on axioms: [propext, Classical.choice, Quot.sound]
#print axioms MulticomponentSpinScaling.restricted_occupation_bound
-- 'MulticomponentSpinScaling.restricted_occupation_bound' depends on axioms: [propext, Classical.choice, Quot.sound]
```
